# Reproducing $1/r$ exactly on an evenly spaced chain of $N$ sites takes at least $(N-1)/2$ exponentials

## Can a lucky choice of exponentials beat parameter counting?

I ask a sum of exponentials to equal the Coulomb repulsion only at the distances that occur on a finite chain, $r = 1, 2, \dots, N-1$ in units of the spacing, and not at every real $r$. So I want

$$\frac1r = \sum_{k} c_k\, q_k^{\,r}$$

with $K$ terms, because each term then costs me one channel in a matrix product operator. There are $2K$ free parameters and $N-1$ equations, so I expect trouble once $N-1 > 2K$. But the equations are nonlinear, and an overdetermined system can still have solutions: if the interaction were itself a single exponential, one term would do for any length. I also allow complex $c_k$ and $q_k$, so the terms may oscillate or even grow. Could some clever choice with fixed $K$ give $1/r$ exactly on arbitrarily long chains? And would it help to replace the separate exponentials by a general transfer matrix, which has many more parameters?

## No: the couplings across a cut have full rank

Asking for equality only at the integer distances on the chain is the weaker demand, so a lower bound on $K$ derived from it is the stronger result. Parameter counting turns out to give the right limit here: $K$ exponentials can be exact only if $N \le 2K+1$. A general transfer matrix of dimension $D$ obeys the same kind of bound, despite its extra parameters. The reason is a rank argument.

### From a cut through the chain to a bound on $K$

Take a chain of $2n$ sites with $n \ge 1$ and cut it in the middle. Number the sites on each side from the cut outwards, starting at zero. Site $i$ on the left and site $j$ on the right are $i+j+1$ apart, so the couplings across the cut form the $n \times n$ matrix

$$M_{ij} = \frac{1}{i+j+1}, \qquad i,j = 0,\dots,n-1 .$$

The distances in it run from $1$ to $2n-1$.

**The matrix annihilates only the zero vector.** Suppose $\sum_k x_k/(i+k+1) = 0$ for every $i$. Clear the denominators by defining

$$P(z) = \sum_{k=0}^{n-1} x_k \prod_{m \ne k} (z+m+1).$$

At $z = i$ every factor $i+m+1$ is nonzero, and taking out the full product gives

$$P(i) = \prod_{m=0}^{n-1}(i+m+1)\; \sum_{k=0}^{n-1} \frac{x_k}{i+k+1} = 0 .$$

So $P$ has the $n$ distinct zeros $0,\dots,n-1$. Each of its terms is a product of $n-1$ linear factors, so its degree is at most $n-1$, and $P$ must be the zero polynomial. Now evaluate it at $z = -(j+1)$, where the factor with index $m$ becomes $m-j$. Every term with $k \ne j$ contains the factor $m=j$ and vanishes. What remains is

$$0 = x_j \prod_{m \ne j} (m-j),$$

and the product is nonzero, so $x_j = 0$. This holds for each $j$.

**A factorization through $K$ channels needs $K \ge n$.** Let $M = LR$, where $L$ is $n \times K$ and $R$ is $K \times n$. If $Rx = 0$, then $Mx = L(Rx) = 0$, hence $x = 0$. So $R$ is an injective linear map from $\mathbb C^n$ to $\mathbb C^K$, which requires $n \le K$.

**Exponentials factor across the cut.** If the exponential sum is exact for $1 \le r \le 2n-1$, then

$$M_{ij} = \sum_k c_k\, q_k^{\,i+j+1} = \sum_k \left(c_k\, q_k^{\,i+1}\right) q_k^{\,j} .$$

This is $LR$ with $L_{ik} = c_k q_k^{\,i+1}$ and $R_{kj} = q_k^{\,j}$. Therefore $K \ge n$.

**Transfer matrices factor too.** Let the coupling of two sites with $s$ sites between them be $a^{T} A^{s} b$, with $A$ a $D \times D$ matrix. Across the cut $s = i+j$, and

$$a^{T} A^{i+j} b = \left(a^{T} A^{i}\right)\left(A^{j} b\right).$$

The inner dimension is $D$, so $D \ge n$. Diagonalizability of $A$ is never used. The case $A = \mathrm{diag}(q_k)$, $a_k = c_k q_k$, $b_k = 1$ gives back the exponential sum at $r = s+1$.

**Chain length.** Suppose $K$ exponentials were exact on a chain with $N \ge 2K+2$ sites. Then they would be exact for $r = 1,\dots,2K+1$, and the bound with $n = K+1$ would give $K+1 \le K$. So $N \le 2K+1$.

**Two terms for $n=2$.** The sum $\frac94\left(\frac13\right)^r + \frac14$ equals $\frac34+\frac14 = 1$ at $r=1$, $\frac14+\frac14 = \frac12$ at $r=2$, and $\frac1{12}+\frac14 = \frac13$ at $r=3$. Two exponentials thus suffice for all distances up to $2n-1 = 3$, and $K \ge n$ is attained there.

### The same argument in Lean 4

```lean
import Mathlib

open Matrix

namespace CoulombExponentialSums

noncomputable section

/-- The Coulomb couplings across a cut of a chain with unit spacing: the `i`-th site to the left
and the `j`-th site to the right of the cut, counted from zero, are `i + j + 1` apart. -/
def coulombCut (n : ℕ) : Matrix (Fin n) (Fin n) ℂ :=
  Matrix.of fun i j => 1 / (((i : ℕ) : ℂ) + ((j : ℕ) : ℂ) + 1)

/-- A sum of `K` exponentials in the distance `r`, with complex amplitudes `c k` and
complex decay factors `q k`. -/
def expSum {K : ℕ} (c q : Fin K → ℂ) (r : ℕ) : ℂ :=
  ∑ k, c k * q k ^ r

/-- The coupling of two sites with `s` sites between them in a translation-invariant matrix
product operator: `b` opens the interaction, `A` carries it past each site, `a` closes it. -/
def channelCoupling {D : ℕ} (a : Fin D → ℂ) (A : Matrix (Fin D) (Fin D) ℂ)
    (b : Fin D → ℂ) (s : ℕ) : ℂ :=
  a ⬝ᵥ (A ^ s *ᵥ b)

/-- The matrix of Coulomb couplings across a cut annihilates only the zero vector. -/
theorem coulombCut_kernel {n : ℕ} (x : Fin n → ℂ) (hx : coulombCut n *ᵥ x = 0) : x = 0 := by
  funext j
  show x j = 0
  have hn : 0 < n := lt_of_le_of_lt (Nat.zero_le _) j.isLt
  -- the numerator of the rational function `∑ x k / (z + k + 1)`
  let P : Polynomial ℂ := ∑ k : Fin n, Polynomial.C (x k) *
    ∏ m ∈ Finset.univ.erase k, (Polynomial.X + Polynomial.C (((m : ℕ) : ℂ) + 1))
  have hev : ∀ z : ℂ, P.eval z =
      ∑ k : Fin n, x k * ∏ m ∈ Finset.univ.erase k, (z + (((m : ℕ) : ℂ) + 1)) := by
    intro z
    simp only [P, Polynomial.eval_finsetSum, Polynomial.eval_mul, Polynomial.eval_C,
      Polynomial.eval_prod, Polynomial.eval_add, Polynomial.eval_X]
  -- it vanishes at the `n` points `0, ..., n - 1`
  have hroot : ∀ i : Fin n, P.eval ((i : ℕ) : ℂ) = 0 := by
    intro i
    have hi : ∑ k : Fin n, 1 / (((i : ℕ) : ℂ) + ((k : ℕ) : ℂ) + 1) * x k = 0 := congrFun hx i
    rw [hev]
    calc _ = (∏ m : Fin n, (((i : ℕ) : ℂ) + (((m : ℕ) : ℂ) + 1))) *
          ∑ k : Fin n, 1 / (((i : ℕ) : ℂ) + ((k : ℕ) : ℂ) + 1) * x k := by
          rw [Finset.mul_sum]
          refine Finset.sum_congr rfl fun k _ => ?_
          have hp : ∏ m : Fin n, (((i : ℕ) : ℂ) + (((m : ℕ) : ℂ) + 1)) =
              (((i : ℕ) : ℂ) + (((k : ℕ) : ℂ) + 1)) *
              ∏ m ∈ Finset.univ.erase k, (((i : ℕ) : ℂ) + (((m : ℕ) : ℂ) + 1)) :=
            (Finset.mul_prod_erase Finset.univ
              (fun m : Fin n => ((i : ℕ) : ℂ) + (((m : ℕ) : ℂ) + 1)) (Finset.mem_univ k)).symm
          have h0 : ((i : ℕ) : ℂ) + ((k : ℕ) : ℂ) + 1 ≠ 0 := by
            exact_mod_cast Nat.succ_ne_zero ((i : ℕ) + (k : ℕ))
          have h1 : (((i : ℕ) : ℂ) + (((k : ℕ) : ℂ) + 1)) *
              (1 / (((i : ℕ) : ℂ) + ((k : ℕ) : ℂ) + 1)) = 1 := by
            rw [← add_assoc]
            exact mul_one_div_cancel h0
          rw [hp]
          linear_combination (-(x k * ∏ m ∈ Finset.univ.erase k,
            (((i : ℕ) : ℂ) + (((m : ℕ) : ℂ) + 1)))) * h1
      _ = 0 := by rw [hi, mul_zero]
  -- its degree is below `n`, so it is the zero polynomial
  have hdeg : P.natDegree ≤ n - 1 := by
    refine Polynomial.natDegree_sum_le_of_forall_le _ _ fun k _ => ?_
    refine (Polynomial.natDegree_C_mul_le _ _).trans
      ((Polynomial.natDegree_prod_le _ _).trans ?_)
    simp only [Polynomial.natDegree_X_add_C]
    simp [Finset.card_erase_of_mem]
  have hP : P = 0 :=
    Polynomial.eq_zero_of_natDegree_lt_card_of_eval_eq_zero P
      (f := fun i : Fin n => ((i : ℕ) : ℂ))
      (fun _ _ h => Fin.ext (Nat.cast_injective (R := ℂ) h)) hroot
      (by rw [Fintype.card_fin]; omega)
  -- at `z = -(j + 1)` only the term with `x j` survives
  have h0 := hev (-(((j : ℕ) : ℂ) + 1))
  rw [hP, Polynomial.eval_zero, Finset.sum_eq_single j] at h0
  · refine (mul_eq_zero.mp h0.symm).resolve_right
      (Finset.prod_ne_zero_iff.mpr fun m hm hz => ?_)
    apply Finset.ne_of_mem_erase hm
    apply Fin.ext
    apply Nat.cast_injective (R := ℂ)
    linear_combination hz
  · intro k _ hk
    refine mul_eq_zero_of_right _ (Finset.prod_eq_zero
      (Finset.mem_erase.mpr ⟨hk.symm, Finset.mem_univ j⟩) ?_)
    exact neg_add_cancel _
  · intro h
    exact absurd (Finset.mem_univ j) h

/-- If `K` channels, with arbitrary site-dependent weights `L` and `R`, carry the exact Coulomb
couplings between `n` sites on either side of a cut, then `K` is at least `n`. -/
theorem channels_across_cut {n K : ℕ} (L : Matrix (Fin n) (Fin K) ℂ)
    (R : Matrix (Fin K) (Fin n) ℂ) (h : L * R = coulombCut n) : n ≤ K := by
  -- whatever `R` annihilates is annihilated by the whole coupling matrix
  have hinj : Function.Injective R.mulVecLin :=
    (injective_iff_map_eq_zero _).mpr fun x hx => coulombCut_kernel x (by
      rw [← h, ← Matrix.mulVec_mulVec, show R *ᵥ x = 0 from hx, Matrix.mulVec_zero])
  simpa using LinearMap.finrank_le_finrank_of_injective hinj

/-- If a sum of `K` complex exponentials equals `1 / r` at every integer distance from `1` to
`2 n - 1`, then it has at least `n` terms. -/
theorem expSum_terms_ge {n K : ℕ} (c q : Fin K → ℂ)
    (h : ∀ r : ℕ, 1 ≤ r → r < 2 * n → 1 / (r : ℂ) = expSum c q r) : n ≤ K := by
  -- each exponential factors into a left part and a right part
  refine channels_across_cut (Matrix.of fun i k => c k * q k ^ ((i : ℕ) + 1))
    (Matrix.of fun k j => q k ^ (j : ℕ)) ?_
  ext i j
  have hr := h ((i : ℕ) + (j : ℕ) + 1) (by omega) (by omega)
  push_cast at hr
  simp only [Matrix.mul_apply, Matrix.of_apply, coulombCut]
  rw [hr, expSum]
  refine Finset.sum_congr rfl fun k _ => ?_
  ring

/-- If a sum of `K` complex exponentials gives the exact Coulomb repulsion `1 / r` at all
distances on a chain of `N` sites, then `N` is at most `2 K + 1`. -/
theorem chain_length_le {N K : ℕ} (c q : Fin K → ℂ)
    (h : ∀ r : ℕ, 1 ≤ r → r < N → 1 / (r : ℂ) = expSum c q r) : N ≤ 2 * K + 1 := by
  by_contra hN
  have hK : K + 1 ≤ K := expSum_terms_ge c q fun r h1 h2 => h r h1 (by omega)
  omega

/-- If a translation-invariant matrix product operator with `D` interaction channels gives the
exact Coulomb coupling at every distance from `1` to `2 n - 1`, then `D` is at least `n`. -/
theorem channelCoupling_dim_ge {n D : ℕ} (a : Fin D → ℂ) (A : Matrix (Fin D) (Fin D) ℂ)
    (b : Fin D → ℂ)
    (h : ∀ s : ℕ, s + 1 < 2 * n → channelCoupling a A b s = 1 / ((s : ℂ) + 1)) : n ≤ D := by
  -- split the string of transfer matrices at the cut
  refine channels_across_cut (Matrix.of fun i k => (a ᵥ* A ^ (i : ℕ)) k)
    (Matrix.of fun k j => (A ^ (j : ℕ) *ᵥ b) k) ?_
  ext i j
  have hs := h ((i : ℕ) + (j : ℕ)) (by omega)
  push_cast at hs
  show (a ᵥ* A ^ (i : ℕ)) ⬝ᵥ (A ^ (j : ℕ) *ᵥ b) = 1 / (((i : ℕ) : ℂ) + ((j : ℕ) : ℂ) + 1)
  rw [← hs, channelCoupling, ← Matrix.dotProduct_mulVec, Matrix.mulVec_mulVec, ← pow_add]

/-- Two exponentials, with amplitudes `9/4`, `1/4` and decay factors `1/3`, `1`, equal `1 / r` at
the distances `1`, `2` and `3`. -/
theorem two_terms_sharp (r : ℕ) (h1 : 1 ≤ r) (h2 : r < 2 * 2) :
    1 / (r : ℂ) = expSum ![9 / 4, 1 / 4] ![1 / 3, 1] r := by
  interval_cases r <;> norm_num [expSum, Fin.sum_univ_two]

end

end CoulombExponentialSums
```

```lean
#print axioms CoulombExponentialSums.chain_length_le
#print axioms CoulombExponentialSums.channelCoupling_dim_ge
#print axioms CoulombExponentialSums.two_terms_sharp
```

```
'CoulombExponentialSums.chain_length_le' depends on axioms: [propext, Classical.choice, Quot.sound]
'CoulombExponentialSums.channelCoupling_dim_ge' depends on axioms: [propext, Classical.choice, Quot.sound]
'CoulombExponentialSums.two_terms_sharp' depends on axioms: [propext, Classical.choice, Quot.sound]
```

### What the Lean statements say about the chain

`coulombCut n` is the matrix $M$. The index type `Fin n` counts from $0$ to $n-1$, as above. The lattice spacing and the Coulomb prefactor are set to one; restoring them only rescales the amplitudes.

`expSum c q r` is the exponential sum. The arguments `c` and `q` are arbitrary functions from `Fin K` to `ℂ`. Nothing demands $|q_k|<1$, distinct decay factors or nonzero amplitudes, so the usual real, decaying fits are included. In `expSum_terms_ge` the condition `1 ≤ r → r < 2 * n` selects the distances $1,\dots,2n-1$, and the conclusion is `n ≤ K`. There is no condition at $r=0$, so the on-site repulsion may take any value. `chain_length_le` states the same bound for a chain of `N` sites with open ends, where the largest distance is $N-1$.

`channels_across_cut` is the most general of the bounds. Its matrices `L` and `R` are arbitrary, so weights that vary from site to site don't lower the required number of channels.

`channelCoupling a A b s` is the number $a^{T}A^{s}b$, without complex conjugation of `a`. Here `s` counts the sites in between, so the distance is $s+1$, and the hypothesis of `channelCoupling_dim_ge` again reaches from $1$ to $2n-1$. This models only the part of a matrix product operator that carries the interaction: `b` opens it, `A` takes it past a site and `a` closes it. The file contains no local operators and no many-body Hilbert space. `D` therefore counts interaction channels; the usual construction has two further bond states, for "nothing has started" and "everything is finished".

For a density-matrix renormalization group calculation on an evenly spaced one-dimensional chain with a pure $1/r$ pair coupling, the bound means that a fixed number of exponentials must become approximate once the chain is long enough. It says nothing about the size of the error, so it is no objection to a short fit that meets a chosen tolerance.

### How the Lean proofs carry out the steps

`coulombCut_kernel` contains most of the work. After `funext j` the goal is $x_j = 0$ for one index. The polynomial `P` is the one defined above, and `hev` gives its value at any complex `z`. In `hroot`, the equation `hi` is row `i` of the assumption $Mx=0$. `Finset.mul_prod_erase` splits the factor with index `k` off the full product, `h1` cancels it against the denominator, and `linear_combination` finishes the algebra. `hdeg` bounds the degree by $n-1$, and `hP` concludes that a polynomial with more distinct zeros than its degree is zero. The evaluation at $-(j+1)$ is `h0`, where `Finset.sum_eq_single j` keeps only the term with $x_j$. The remaining goals are that its product is nonzero and that the other terms vanish.

`channels_across_cut` first proves `hinj`, the injectivity of `R`: rewriting $M$ as $LR$ turns $Rx=0$ into $Mx=0$, and the kernel lemma applies. `LinearMap.finrank_le_finrank_of_injective` then compares the dimensions $n$ and $K$.

`expSum_terms_ge` supplies the two factors $c_k q_k^{\,i+1}$ and $q_k^{\,j}$ to that theorem. The calls to `omega` confirm that $i+j+1$ lies in the allowed range, and the final `ring` combines the powers. `chain_length_le` assumes the opposite inequality and uses the bound with $K+1$ in place of $n$, as in the derivation.

`channelCoupling_dim_ge` does the same with the row vector $a^{T}A^{i}$ and the column vector $A^{j}b$. Its last rewriting step joins them again, with `pow_add` giving $A^{i}A^{j} = A^{i+j}$.

Finally, `two_terms_sharp` uses `interval_cases r` to reduce the claim to $r=1,2,3$, and `norm_num` evaluates the three sums.
